# No orthogonal symmetry of a Hessian with one negative eigenvalue permutes three distinct valleys of its quadratic form cyclically

Let the energy near a stationary point change, to second order, by

½(−a² + b² + c²),

and let R be the rotation by 120° about the a axis. Could R carry three separate downhill valleys into one another? The energy falls where a² > b² + c², a double cone with one half at a > 0 and the other at a < 0. A point and its rotated image have the same a. On the straight line between them a stays fixed, and b² + c² never exceeds its value at the ends, so the line stays inside the same half. The rotation moves points within a valley and does not exchange valleys.

The same argument works for any symmetric Hessian H in finite dimension with exactly one negative eigenvalue, counted with multiplicity, and any orthogonal R that commutes with H. In general R may reverse the unstable direction, so the argument uses R². Such a form in fact has only two valleys, so three distinct ones do not exist even without the symmetry. The argument with R² rules out the three-cycle without counting valleys. A transition state with one unstable mode therefore cannot link three equivalent minima that one of its symmetries permutes cyclically, as far as the quadratic approximation at the saddle describes the valleys.

## The quadratic form and its valleys

```lean
import Mathlib

namespace SaddleValleys

noncomputable section

variable {E : Type*} [NormedAddCommGroup E] [InnerProductSpace ℝ E]
```

`E` is the space of displacements from the stationary point, a real vector space with an inner product ⟨·,·⟩. Finite dimension is assumed only where it is needed.

```lean
/-- The quadratic form `⟨x, Hx⟩` of the Hessian `H` along the displacement `x`. -/
def curvature (H : E →ₗ[ℝ] E) (x : E) : ℝ := inner ℝ x (H x)
```

`H` is a linear map from `E` to itself, and `curvature H x` is the number

q(x) = ⟨x, Hx⟩.

The name departs slightly from common use: q is not divided by ‖x‖², and the second-order energy change is ½q(x).

```lean
/-- The displacements from the stationary point along which the quadratic form is negative. -/
def descending (H : E →ₗ[ℝ] E) : Set E := {x | curvature H x < 0}
```

`descending H` is the set of all x with q(x) < 0.

```lean
/-- The valley of `x`: the connected component of the descending region that contains `x`
(empty if `x` is not descending). -/
def valley (H : E →ₗ[ℝ] E) (x : E) : Set E := connectedComponentIn (descending H) x
```

A valley is here a whole connected component of the descending region, not the floor of a trough. Two displacements in the same valley have equal `valley` sets.

## One unstable mode

```lean
/-- `v` is an eigenvector of `H` with negative eigenvalue, and the quadratic form of `H` is
nonnegative orthogonally to `v`. -/
def IsSoleUnstableMode (H : E →ₗ[ℝ] E) (v : E) : Prop :=
  v ≠ 0 ∧ (∃ μ : ℝ, 0 < μ ∧ H v = (-μ) • v) ∧ ∀ z, inner ℝ v z = 0 → 0 ≤ curvature H z
```

This says that v ≠ 0, that Hv = −μv for some μ > 0, and that q(z) ≥ 0 whenever ⟨v,z⟩ = 0. The vector v need not be normalised. Zero eigenvalues are allowed, as overall translations and rotations of a molecule require.

```lean
/-- A symmetric `H` in finite dimension with exactly one negative eigenvalue, counted with
multiplicity, has a sole unstable mode. -/
theorem exists_mode_of_one_negative [FiniteDimensional ℝ E] {H : E →ₗ[ℝ] E}
    (hH : H.IsSymmetric)
    (hcard : (Finset.univ.filter fun i => hH.eigenvalues rfl i < 0).card = 1) :
    ∃ v, IsSoleUnstableMode H v := by
  obtain ⟨i, hi⟩ := Finset.card_eq_one.mp hcard
  have hneg : ∀ j, hH.eigenvalues rfl j < 0 ↔ j = i := fun j => by
    have := Finset.ext_iff.mp hi j
    simpa only [Finset.mem_filter, Finset.mem_univ, true_and, Finset.mem_singleton] using this
  have hb : ∀ j, H (hH.eigenvectorBasis rfl j) =
      hH.eigenvalues rfl j • hH.eigenvectorBasis rfl j := hH.apply_eigenvectorBasis rfl
  refine ⟨hH.eigenvectorBasis rfl i, (hH.eigenvectorBasis rfl).orthonormal.ne_zero i,
    ⟨-hH.eigenvalues rfl i, neg_pos.mpr ((hneg i).mpr rfl), by rw [neg_neg, hb]⟩, ?_⟩
  intro z hz
  -- expand the quadratic form in normal modes
  rw [curvature, ← (hH.eigenvectorBasis rfl).sum_inner_mul_inner z (H z)]
  refine Finset.sum_nonneg fun j _ => ?_
  rw [← hH (hH.eigenvectorBasis rfl j) z, hb, real_inner_smul_left,
    real_inner_comm (hH.eigenvectorBasis rfl j) z]
  by_cases hj : j = i
  · rw [hj, hz, zero_mul]
  · have h1 := mul_nonneg (not_lt.mp fun h => hj ((hneg j).mp h))
      (sq_nonneg (inner ℝ (hH.eigenvectorBasis rfl j) z))
    linarith
```

The hypothesis `hcard` is the usual saddle condition: in the list of eigenvalues of the symmetric map H, repeated according to multiplicity, exactly one entry is negative. The conclusion is that a mode v as above exists.

By hand, let bⱼ be orthonormal eigenvectors with eigenvalues λⱼ, let λᵢ be the negative one, and take v = bᵢ. For any z,

q(z) = Σⱼ ⟨z,bⱼ⟩⟨bⱼ,Hz⟩ = Σⱼ λⱼ⟨bⱼ,z⟩².

If ⟨v,z⟩ = 0, the term j = i vanishes and all others are nonnegative. In Lean, `sum_inner_mul_inner` makes the expansion, the symmetry `hH` moves H onto bⱼ, and `by_cases hj : j = i` separates the two kinds of term.

The three theorems below about a general isometry R take such a v as a hypothesis. The theorem on segments uses only that q is nonnegative orthogonally to v. For a symmetric H with one negative eigenvalue in finite dimension, `exists_mode_of_one_negative` supplies v.

## A straight line that stays downhill

```lean
/-- If the quadratic form is nonnegative orthogonally to `v`, two descending displacements with
equal overlap with `v` are joined by a descending straight segment. -/
theorem segment_descending {H : E →ₗ[ℝ] E} {v x y : E}
    (hpos : ∀ z, inner ℝ v z = 0 → 0 ≤ curvature H z)
    (hx : x ∈ descending H) (hy : y ∈ descending H)
    (hxy : inner ℝ v x = inner ℝ v y) : segment ℝ x y ⊆ descending H := by
  change curvature H x < 0 at hx
  change curvature H y < 0 at hy
  have h := hpos (y - x) (by rw [inner_sub_right, hxy, sub_self])
  rintro z ⟨s, t, hs, ht, hst, rfl⟩
  -- the quadratic form is convex along `y - x`
  have key : curvature H (s • x + t • y) =
      s * curvature H x + t * curvature H y - s * t * curvature H (y - x) := by
    obtain rfl : s = 1 - t := by linarith
    simp only [curvature, map_add, map_sub, map_smul, inner_add_left, inner_add_right,
      inner_sub_left, inner_sub_right, real_inner_smul_left, real_inner_smul_right]
    ring
  change curvature H (s • x + t • y) < 0
  rw [key]
  have h1 := mul_nonneg (mul_nonneg hs ht) h
  rcases hs.eq_or_lt with h0 | h0
  · have ht1 : t = 1 := by linarith
    rw [← h0, ht1]
    linarith
  · have h2 := mul_pos h0 (neg_pos.mpr hx)
    have h3 := mul_nonneg ht (neg_pos.mpr hy).le
    linarith
```

If x and y are descending and ⟨v,x⟩ = ⟨v,y⟩, every point sx + ty with s, t ≥ 0 and s + t = 1 is descending.

Write B = ⟨x,Hy⟩ + ⟨y,Hx⟩. Then

q(sx + ty) = s²q(x) + t²q(y) + stB,
q(y − x) = q(x) + q(y) − B.

Eliminate B and use s² + st = s and t² + st = t:

q(sx + ty) = s q(x) + t q(y) − st q(y − x).

Since y − x is orthogonal to v, the last term is at most zero. The first two add up to a negative number, because s and t are not both zero. Hence q(sx + ty) < 0.

The identity is `key` in the proof, obtained by expanding with `simp only` and finishing with `ring`. The final case split treats s = 0 and s > 0 separately.

## What a symmetry does to the mode

```lean
/-- An isometry that commutes with `H` maps a sole unstable mode `v` to `v` or to `-v`. -/
theorem mode_symmetry {H : E →ₗ[ℝ] E} {v : E} (h : IsSoleUnstableMode H v)
    (R : E ≃ₗᵢ[ℝ] E) (hR : ∀ z, H (R z) = R (H z)) : R v = v ∨ R v = -v := by
  obtain ⟨hv, ⟨μ, hμ, hHv⟩, hpos⟩ := h
  have hvv : (inner ℝ v v : ℝ) ≠ 0 := inner_self_ne_zero.mpr hv
  obtain ⟨c, hc⟩ : ∃ c : ℝ, c * inner ℝ v v = inner ℝ v (R v) :=
    ⟨inner ℝ v (R v) / inner ℝ v v, by field_simp⟩
  -- the part of `R v` orthogonal to `v` has eigenvalue `-μ`, so it vanishes
  have hHw : H (R v - c • v) = (-μ) • (R v - c • v) := by
    rw [map_sub, map_smul, hR, hHv, map_smul]
    module
  have hw := hpos (R v - c • v) (by
    rw [inner_sub_right, real_inner_smul_right, hc, sub_self])
  rw [curvature, hHw, real_inner_smul_right, real_inner_self_eq_norm_sq] at hw
  have hRv : R v = c • v := by
    by_contra hne
    have := mul_pos hμ (pow_pos (norm_pos_iff.mpr (sub_ne_zero.mpr hne)) 2)
    linarith
  have hn := R.norm_map v
  rw [hRv, norm_smul, Real.norm_eq_abs] at hn
  have hc1 : |c| = 1 := mul_right_cancel₀ (norm_ne_zero_iff.mpr hv) (by rw [hn, one_mul])
  rcases eq_or_eq_neg_of_abs_eq hc1 with h1 | h1
  · left; rw [hRv, h1, one_smul]
  · right; rw [hRv, h1, neg_smul, one_smul]
```

The type `E ≃ₗᵢ[ℝ] E` holds the invertible linear maps that preserve length, that is, the orthogonal transformations. The hypothesis `hR` says HR = RH. The conclusion is Rv = v or Rv = −v.

Split off the part of Rv along v:

c = ⟨v,Rv⟩/⟨v,v⟩,  w = Rv − cv,  ⟨v,w⟩ = 0.

Since H commutes with R,

Hw = RHv − cHv = −μ(Rv − cv) = −μw.

Orthogonality to v gives 0 ≤ q(w) = −μ‖w‖², so w = 0 and Rv = cv. As R preserves length, |c| = 1. The Lean steps `hHw`, `hw`, `hRv` and `hc1` record these facts in this order.

```lean
/-- If `H` has a sole unstable mode and commutes with the isometry `R`, the whole straight
segment from a descending `x` to `R² x` is descending. -/
theorem segment_to_double_image {H : E →ₗ[ℝ] E} {v : E} (h : IsSoleUnstableMode H v)
    (R : E ≃ₗᵢ[ℝ] E) (hR : ∀ z, H (R z) = R (H z)) {x : E} (hx : x ∈ descending H) :
    segment ℝ x (R (R x)) ⊆ descending H := by
  have hRR : R (R v) = v := by
    rcases mode_symmetry h R hR with h1 | h1
    · rw [h1, h1]
    · rw [h1, map_neg, h1, neg_neg]
  -- `R²` preserves both the curvature and the overlap with the unstable mode
  refine segment_descending h.2.2 hx ?_ ?_
  · have hq : curvature H (R (R x)) = curvature H x := by
      simp only [curvature, hR, R.inner_map_map]
    change curvature H (R (R x)) < 0
    rw [hq]; exact hx
  · calc inner ℝ v x = inner ℝ (R (R v)) (R (R x)) := by
          rw [R.inner_map_map, R.inner_map_map]
      _ = inner ℝ v (R (R x)) := by rw [hRR]
```

For every descending x, the whole segment from x to R²x is descending.

Either sign in Rv = ±v gives R²v = v. The form is unchanged by R,

q(Rx) = ⟨Rx,HRx⟩ = ⟨Rx,RHx⟩ = ⟨x,Hx⟩ = q(x),

so R²x is descending too. The overlap with the mode is also unchanged:

⟨v,R²x⟩ = ⟨R²v,R²x⟩ = ⟨v,x⟩.

The previous result on segments now applies to x and R²x. In Lean, `hRR` is R²v = v, `hq` is the equality of the forms, and the closing `calc` is the equality of the overlaps.

R² cannot be replaced by R here. The inversion R = −1 commutes with every H, and the segment from x to −x passes through 0, where q = 0.

## Three valleys in a cycle

```lean
/-- Let `H` have a sole unstable mode and commute with the isometry `R`, and let `x` be
descending. If `R` carries the valleys of `x`, `y`, `z` cyclically into one another, they are
one and the same valley. -/
theorem no_three_cycle {H : E →ₗ[ℝ] E} {v : E} (h : IsSoleUnstableMode H v)
    (R : E ≃ₗᵢ[ℝ] E) (hR : ∀ z, H (R z) = R (H z)) {x y z : E} (hx : x ∈ descending H)
    (hxy : R '' valley H x = valley H y) (hyz : R '' valley H y = valley H z)
    (hzx : R '' valley H z = valley H x) :
    valley H x = valley H y ∧ valley H y = valley H z := by
  have h1 : R (R x) ∈ valley H x :=
    (convex_segment x (R (R x))).isPreconnected.subset_connectedComponentIn
      (left_mem_segment ℝ _ _) (segment_to_double_image h R hR hx) (right_mem_segment ℝ _ _)
  have h2 : R (R x) ∈ valley H z := by
    rw [← hyz, ← hxy]
    exact Set.mem_image_of_mem R (Set.mem_image_of_mem R (mem_connectedComponentIn hx))
  have hxz : valley H x = valley H z :=
    (connectedComponentIn_eq h1).trans (connectedComponentIn_eq h2).symm
  have hyx : valley H y = valley H x := by rw [← hxy, hxz, hzx, hxz]
  exact ⟨hyx.symm, hyx.trans hxz⟩
```

`R '' valley H x` is the image of the valley of x under R. Write V(x) for that valley. If R takes V(x) to V(y), V(y) to V(z) and V(z) to V(x), then all three are equal.

The segment from x to R²x is connected and descending, so R²x lies in V(x); this is `h1`. Applying R twice to V(x) gives V(z), so R²x also lies in V(z); this is `h2`. Components that share a point coincide, hence V(x) = V(z). Then

V(y) = R V(x) = R V(z) = V(x).

Counting the valleys gives more, though the count is not formalised here. A descending x has ⟨v,x⟩ ≠ 0, because q is nonnegative orthogonally to v. If two descending displacements have overlaps with v of the same sign, multiplying one of them by a positive number makes the overlaps equal without leaving its valley, and the result on segments then joins them. A path between overlaps of opposite sign would have to cross ⟨v,x⟩ = 0, where q ≥ 0. So there are exactly two valleys, those of v and −v, and three distinct valleys never exist, whether or not H has a symmetry.

The theorem concerns the quadratic form alone. To pass to a real energy surface, one has to show that its valleys near the saddle correspond to those of q, despite the higher-order terms in the energy. This can fail if H has zero eigenvalues beyond those of overall translation and rotation.

## A trigonal example

```lean
/-- The vector `(1, 1, 1)`. -/
def axis : EuclideanSpace ℝ (Fin 3) := WithLp.toLp 2 fun _ => 1
```

This is u = (1,1,1), with ⟨u,u⟩ = 3. The normalised vector is u/√3.

```lean
/-- The Hessian `z ↦ z - ⟨u, z⟩ u` on three coordinates, with `u = (1, 1, 1)`. -/
def trigonalHessian : EuclideanSpace ℝ (Fin 3) →ₗ[ℝ] EuclideanSpace ℝ (Fin 3) where
  toFun z := z - (inner ℝ axis z : ℝ) • axis
  map_add' x y := by rw [inner_add_right]; module
  map_smul' c x := by rw [real_inner_smul_right, RingHom.id_apply]; module
```

The map is Hz = z − ⟨u,z⟩u. Its matrix has 0 on the diagonal and −1 elsewhere. The fields `map_add'` and `map_smul'` show that it is linear.

```lean
/-- The cyclic permutation of three coordinates, a threefold rotation. -/
def threefold : EuclideanSpace ℝ (Fin 3) ≃ₗᵢ[ℝ] EuclideanSpace ℝ (Fin 3) :=
  LinearIsometryEquiv.piLpCongrLeft 2 ℝ ℝ (finRotate 3)
```

`threefold` permutes the three coordinates cyclically, which is a rotation by 120° about u.

```lean
/-- The trigonal Hessian has the sole unstable mode `(1, 1, 1)` and commutes with the
threefold rotation. -/
theorem trigonal_witness : IsSoleUnstableMode trigonalHessian axis ∧
    ∀ z, trigonalHessian (threefold z) = threefold (trigonalHessian z) := by
  have happ : ∀ z, trigonalHessian z = z - (inner ℝ axis z : ℝ) • axis := fun _ => rfl
  have hu : (inner ℝ axis axis : ℝ) = 3 := by
    rw [PiLp.inner_apply]
    simp [axis]
  have hfix : threefold axis = axis := by
    ext i
    rfl
  refine ⟨⟨fun h0 => ?_, ⟨2, two_pos, ?_⟩, fun z hz => ?_⟩, fun z => ?_⟩
  · rw [h0, inner_zero_left] at hu
    norm_num at hu
  · rw [happ, hu]
    module
  · rw [curvature, happ, hz, zero_smul, sub_zero]
    exact real_inner_self_nonneg
  · have hz : (inner ℝ axis (threefold z) : ℝ) = inner ℝ axis z := by
      calc (inner ℝ axis (threefold z) : ℝ) = inner ℝ (threefold axis) (threefold z) := by
            rw [hfix]
        _ = inner ℝ axis z := threefold.inner_map_map _ _
    rw [happ, happ, map_sub, map_smul, hfix, hz]

end

end SaddleValleys
```

The theorem confirms that this H and R satisfy the hypotheses, with v = u. First,

Hu = u − 3u = −2u,

so μ = 2. If ⟨u,z⟩ = 0, then Hz = z and q(z) = ‖z‖² ≥ 0. Finally Ru = u, hence ⟨u,Rz⟩ = ⟨Ru,Rz⟩ = ⟨u,z⟩, and

HRz = Rz − ⟨u,z⟩u = R(z − ⟨u,z⟩u) = RHz.

The sole unstable mode is verified directly here, without going through the list of eigenvalues.

```lean
#print axioms SaddleValleys.exists_mode_of_one_negative
#print axioms SaddleValleys.no_three_cycle
```

```
'SaddleValleys.exists_mode_of_one_negative' depends on axioms: [propext, Classical.choice, Quot.sound]
'SaddleValleys.no_three_cycle' depends on axioms: [propext, Classical.choice, Quot.sound]
```

## Planar ammonia

In a frequency calculation, H is the mass-weighted Hessian, and R applies a rotation or reflection of the molecule to the displacements, permuting equivalent nuclei accordingly. At the planar saddle of ammonia one frequency is imaginary. Its mode moves nitrogen out of the plane of the hydrogens. The threefold rotation leaves this mode unchanged, and reflection in the molecular plane reverses it. The form falls in both directions along the mode, so a reaction path can be followed from one small step along +v and from another along −v. The two starts lie in two valleys, which the reflection exchanges and the rotation preserves, and they lead to the two pyramidal forms.
